# The MBAR overlap matrix has only real eigenvalues, all between 0 and 1

The overlap matrix of a multistate Bennett acceptance ratio (MBAR) calculation is generally not symmetric when the states have different numbers of samples. A real matrix without symmetry can have complex eigenvalues, and nonnegative entries with unit row sums do not prevent this: the matrix that permutes three states cyclically has the three cube roots of unity as eigenvalues. Here it does not happen: the form of the overlap matrix and the positive sample counts make every eigenvalue real and nonnegative, and the MBAR conditions on the weights add the upper bound 1. The eigenvalues can therefore be ordered on the real line.

## From the weight conditions to the spectrum

Let n label the samples, pooled from all states, and let i, j, k label the states. State k has the sample count N_k > 0, and W_nk ≥ 0 is the weight of sample n in state k. The weights obey

∑_n W_nk = 1 for every k,

∑_k N_k W_nk = 1 for every n.

In MBAR, with x_n the configuration of sample n, reduced (dimensionless) energies u_k and reduced free energies f_k, the weight is

W_nk = exp(f_k − u_k(x_n)) / ∑_l N_l exp(f_l − u_l(x_n)).

The second condition then holds for any choice of the f_k. The first is the self-consistency equation that is solved for the f_k, so it holds at the converged solution. Adding the same constant to every f_k changes no weight. The overlap matrix is

O_ij = N_j ∑_n W_ni W_nj.

**Row sums and detailed balance.** The entries are nonnegative. Exchanging the sums and using the two conditions in turn gives

∑_j O_ij = ∑_n W_ni ∑_j N_j W_nj = ∑_n W_ni = 1.

Moreover N_i O_ij = N_i N_j ∑_n W_ni W_nj is unchanged when i and j are exchanged, so N_i O_ij = N_j O_ji.

**A sum of squares.** For a complex vector v, define

m_n = ∑_j N_j W_nj v_j.

By the second condition, the numbers N_j W_nj are probabilities over the states for fixed n, and m_n is the corresponding average of v. Since (Ov)_i = ∑_n W_ni m_n,

∑_i N_i v̄_i (Ov)_i = ∑_n (∑_i N_i W_ni v̄_i) m_n = ∑_n |m_n|².

Call this real, nonnegative number S.

**An upper bound.** Let a_n = ∑_j N_j W_nj |v_j|. The triangle inequality gives |m_n| ≤ a_n, and a variance is nonnegative:

0 ≤ ∑_j N_j W_nj (|v_j| − a_n)² = ∑_j N_j W_nj |v_j|² − a_n².

Hence |m_n|² ≤ ∑_j N_j W_nj |v_j|². Summing over n and using ∑_n W_nj = 1 gives

S ≤ Q, where Q = ∑_j N_j |v_j|².

**Eigenvalues.** If Ov = μv with v ≠ 0, the quadratic form equals μQ, so μQ = S. Since Q > 0 and 0 ≤ S ≤ Q, the eigenvalue μ = S/Q is real and lies in [0,1].

**Fixed vectors.** Let v be real with Ov = v. Expand

∑_ij N_i O_ij (v_i − v_j)² = ∑_ij N_i O_ij v_i² + ∑_ij N_i O_ij v_j² − 2 ∑_ij N_i O_ij v_i v_j.

The first sum on the right is ∑_i N_i v_i² by the row sums. The second has the same value by detailed balance, and so does the third sum, without its factor 2, because Ov = v. The total is zero. Every term on the left is nonnegative, so every term vanishes, and v_i = v_j whenever O_ij ≠ 0. Conversely, if v has this property, then

∑_j O_ij v_j = ∑_j O_ij v_i = v_i.

For example, if the states split into two groups with no overlap between them, the vector equal to 1 on one group and 0 on the other is fixed. In the other direction, a non-constant real fixed vector sorts the states by its values into groups with no overlap between different groups. With finite energies every MBAR weight is positive, so all states overlap and only constant vectors are fixed; an exact split requires some infinite energies, such as those of hard walls.

## Samples, states and weights in Lean

The finite types `ι` and `κ` index the samples and the states.

```lean
import Mathlib

open Matrix
open scoped ComplexConjugate

namespace MBAROverlap

noncomputable section

variable {ι κ : Type*} [Fintype ι] [Fintype κ]
```

The structure `IsMBARWeights` collects the assumptions. Its field `normalized` is the sum over samples, and `mixture` is the sum over states. The counts are positive reals, which includes positive integers; states without samples are excluded.

```lean
/-- Nonnegative MBAR weights `W n k` of sample `n` in state `k`, with positive sample counts
`N k` and the two MBAR normalisation conditions. -/
structure IsMBARWeights (N : κ → ℝ) (W : Matrix ι κ ℝ) : Prop where
  pos : ∀ k, 0 < N k
  nonneg : ∀ n k, 0 ≤ W n k
  normalized : ∀ k, ∑ n, W n k = 1
  mixture : ∀ n, ∑ k, N k * W n k = 1
```

The weights are taken as given: the Lean code neither constructs them from energies nor shows that the MBAR equations have a solution. With weights from an unconverged iteration, `normalized` may fail and the theorems that assume it do not apply. Statistical errors of the free energies are not treated either.

The next definition fixes the convention for O: the count of the column state multiplies the sum, which makes every row sum to one under the MBAR conditions; the columns need not.

```lean
/-- The overlap matrix `O i j = N j * ∑ n, W n i * W n j` between the sampled states. -/
def overlap (N : κ → ℝ) (W : Matrix ι κ ℝ) : Matrix κ κ ℝ :=
  Matrix.of fun i j => N j * ∑ n, W n i * W n j
```

The average m_n is `stateMean N W v n`. The real factor N_j W_nj is converted to a complex number before it multiplies v_j.

```lean
/-- The weighted sum of a state-dependent quantity `v` for sample `n`, in which state `j` has weight
`N j * W n j`. -/
def stateMean (N : κ → ℝ) (W : Matrix ι κ ℝ) (v : κ → ℂ) (n : ι) : ℂ :=
  ∑ j, ((N j * W n j : ℝ) : ℂ) * v j
```

## Stochastic rows and detailed balance

The first theorem states both parts of row-stochasticity. The equation `e` exchanges the two sums with `Finset.sum_comm`; `mixture` and then `normalized` reduce the result to 1.

```lean
/-- The overlap matrix is row-stochastic: its entries are nonnegative and each row sums to one. -/
theorem overlap_stochastic {N : κ → ℝ} {W : Matrix ι κ ℝ} (h : IsMBARWeights N W) :
    (∀ i j, 0 ≤ overlap N W i j) ∧ ∀ i, ∑ j, overlap N W i j = 1 := by
  refine ⟨fun i j => mul_nonneg (h.pos j).le
    (Finset.sum_nonneg fun n _ => mul_nonneg (h.nonneg n i) (h.nonneg n j)), fun i => ?_⟩
  have e : ∑ j, overlap N W i j = ∑ n, W n i * ∑ j, N j * W n j := by
    simp only [overlap, Matrix.of_apply, Finset.mul_sum]
    rw [Finset.sum_comm]
    refine Finset.sum_congr rfl fun n _ => Finset.sum_congr rfl fun j _ => ?_
    ring
  rw [e]
  simp only [h.mixture, mul_one, h.normalized]
```

Detailed balance needs no assumption on the weights or counts, since it uses only the symmetry of the product W_ni W_nj.

```lean
omit [Fintype κ] in
/-- The overlap matrix satisfies detailed balance with respect to the sample counts. -/
theorem overlap_detailed_balance (N : κ → ℝ) (W : Matrix ι κ ℝ) (i j : κ) :
    N i * overlap N W i j = N j * overlap N W j i := by
  have e : ∑ n, W n i * W n j = ∑ n, W n j * W n i :=
    Finset.sum_congr rfl fun n _ => mul_comm _ _
  simp only [overlap, Matrix.of_apply]
  rw [e]
  ring
```

## The quadratic form and its bound

The identity for S also holds for arbitrary real N and W. The matrix O is real, so `(overlap N W).map Complex.ofReal` turns its entries into complex numbers before it acts on v, and `conj` is complex conjugation. The step `hO` is the formula (Ov)_i = ∑_n W_ni m_n. After another exchange of sums, `hc` writes out the conjugate of m_n, which completes the squared modulus.

```lean
/-- The quadratic form of the overlap matrix, weighted by the sample counts, is the sum over samples
of the squared moduli of `stateMean`. -/
theorem overlap_quadratic_form (N : κ → ℝ) (W : Matrix ι κ ℝ) (v : κ → ℂ) :
    ∑ i, (N i : ℂ) * conj (v i) * ((overlap N W).map Complex.ofReal *ᵥ v) i
      = ((∑ n, ‖stateMean N W v n‖ ^ 2 : ℝ) : ℂ) := by
  -- the overlap matrix acts by a weighted sum over states, then one over samples
  have hO : ∀ i, ((overlap N W).map Complex.ofReal *ᵥ v) i
      = ∑ n, (W n i : ℂ) * stateMean N W v n := by
    intro i
    simp only [Matrix.mulVec, dotProduct, Matrix.map_apply, overlap, Matrix.of_apply,
      stateMean, Finset.mul_sum, Complex.ofReal_sum, Finset.sum_mul]
    rw [Finset.sum_comm]
    refine Finset.sum_congr rfl fun n _ => Finset.sum_congr rfl fun j _ => ?_
    push_cast
    ring
  rw [Complex.ofReal_sum]
  simp_rw [hO, Finset.mul_sum]
  rw [Finset.sum_comm]
  refine Finset.sum_congr rfl fun n _ => ?_
  have hc : conj (stateMean N W v n) = ∑ i, (N i : ℂ) * (W n i : ℂ) * conj (v i) := by
    simp [stateMean, map_sum]
  rw [← Complex.normSq_eq_norm_sq, Complex.normSq_eq_conj_mul_self, hc, Finset.sum_mul]
  refine Finset.sum_congr rfl fun i _ => ?_
  ring
```

The bound S ≤ Q does use the MBAR conditions. Within `key`, `h1` is the triangle inequality |m_n| ≤ a_n, `h2` expands the square about an arbitrary number s, and `h3` sets s = a_n. The nonnegative variance is `h4`, which `mixture` simplifies. The remaining lines sum over the samples and apply `normalized`.

```lean
/-- Averaging over states does not increase the squared norm: the sum over samples of the
squared state averages is at most the squared norm of `v` weighted by the sample counts. -/
theorem stateMean_contraction {N : κ → ℝ} {W : Matrix ι κ ℝ} (h : IsMBARWeights N W)
    (v : κ → ℂ) : ∑ n, ‖stateMean N W v n‖ ^ 2 ≤ ∑ j, N j * ‖v j‖ ^ 2 := by
  have hp : ∀ n j, 0 ≤ N j * W n j := fun n j => mul_nonneg (h.pos j).le (h.nonneg n j)
  have key : ∀ n, ‖stateMean N W v n‖ ^ 2 ≤ ∑ j, N j * W n j * ‖v j‖ ^ 2 := by
    intro n
    have h1 : ‖stateMean N W v n‖ ≤ ∑ j, N j * W n j * ‖v j‖ := by
      refine (norm_sum_le _ _).trans (le_of_eq (Finset.sum_congr rfl fun j _ => ?_))
      rw [norm_mul, Complex.norm_real, Real.norm_of_nonneg (hp n j)]
    -- the variance of the moduli over the states is nonnegative
    have h2 : ∀ s : ℝ, ∑ j, N j * W n j * (‖v j‖ - s) ^ 2
        = ∑ j, N j * W n j * ‖v j‖ ^ 2 - 2 * s * ∑ j, N j * W n j * ‖v j‖
          + s ^ 2 * ∑ j, N j * W n j := by
      intro s
      rw [Finset.mul_sum, Finset.mul_sum, ← Finset.sum_sub_distrib, ← Finset.sum_add_distrib]
      refine Finset.sum_congr rfl fun j _ => ?_
      ring
    have h3 := h2 (∑ j, N j * W n j * ‖v j‖)
    have h4 : 0 ≤ ∑ j, N j * W n j * (‖v j‖ - ∑ j, N j * W n j * ‖v j‖) ^ 2 :=
      Finset.sum_nonneg fun j _ => mul_nonneg (hp n j) (sq_nonneg _)
    rw [h3, h.mixture n] at h4
    have h5 := pow_le_pow_left₀ (norm_nonneg _) h1 2
    linarith
  refine (Finset.sum_le_sum fun n _ => key n).trans (le_of_eq ?_)
  rw [Finset.sum_comm]
  refine Finset.sum_congr rfl fun j _ => ?_
  have e : ∑ n, N j * W n j * ‖v j‖ ^ 2 = N j * ‖v j‖ ^ 2 * ∑ n, W n j := by
    rw [Finset.mul_sum]
    refine Finset.sum_congr rfl fun n _ => ?_
    ring
  rw [e, h.normalized, mul_one]
```

## Every complex eigenvalue lies in the unit interval

The theorem takes any complex μ and any nonzero complex vector v with Ov = μv. It concludes that the imaginary part of μ is zero and that its real part lies between 0 and 1. Allowing complex μ and v from the start is what makes the reality of the spectrum a conclusion.

In the proof, `hQ` is Q > 0, obtained from one nonzero component of v, and `hq` is μQ = S. Taking imaginary parts gives Im μ · Q = 0, and taking real parts gives Re μ · Q = S. Dividing out the positive Q yields the three claims.

```lean
/-- Every complex eigenvalue of the MBAR overlap matrix is real and lies between zero and one. -/
theorem overlap_eigenvalue_mem_unit_interval {N : κ → ℝ} {W : Matrix ι κ ℝ}
    (h : IsMBARWeights N W) {μ : ℂ} {v : κ → ℂ} (hv : v ≠ 0)
    (hμ : (overlap N W).map Complex.ofReal *ᵥ v = μ • v) :
    μ.im = 0 ∧ 0 ≤ μ.re ∧ μ.re ≤ 1 := by
  have hQ : 0 < ∑ j, N j * ‖v j‖ ^ 2 := by
    obtain ⟨i, hi⟩ := Function.ne_iff.mp hv
    have hi' : 0 < ‖v i‖ := norm_pos_iff.mpr hi
    exact Finset.sum_pos' (fun j _ => mul_nonneg (h.pos j).le (sq_nonneg _))
      ⟨i, Finset.mem_univ i, mul_pos (h.pos i) (pow_pos hi' 2)⟩
  -- on an eigenvector the quadratic form is the eigenvalue times the weighted norm
  have hq : μ * ((∑ j, N j * ‖v j‖ ^ 2 : ℝ) : ℂ)
      = ((∑ n, ‖stateMean N W v n‖ ^ 2 : ℝ) : ℂ) := by
    rw [← overlap_quadratic_form, hμ, Complex.ofReal_sum, Finset.mul_sum]
    refine Finset.sum_congr rfl fun j _ => ?_
    rw [Complex.ofReal_mul, ← Complex.normSq_eq_norm_sq, Complex.normSq_eq_conj_mul_self,
      Pi.smul_apply, smul_eq_mul]
    ring
  have him := congrArg Complex.im hq
  have hre := congrArg Complex.re hq
  simp only [Complex.mul_im, Complex.ofReal_re, Complex.ofReal_im, mul_zero, zero_add] at him
  simp only [Complex.mul_re, Complex.ofReal_re, Complex.ofReal_im, mul_zero, sub_zero] at hre
  have hR : 0 ≤ ∑ n, ‖stateMean N W v n‖ ^ 2 := Finset.sum_nonneg fun n _ => sq_nonneg _
  have hle := stateMean_contraction h v
  exact ⟨(mul_eq_zero.mp him).resolve_right hQ.ne',
    le_of_mul_le_mul_right (by linarith) hQ, le_of_mul_le_mul_right (by linarith) hQ⟩
```

## Vectors that the overlap matrix leaves unchanged

This equivalence concerns real vectors and compares states pair by pair. It does not count the independent fixed vectors.

In the forward direction, `e1`, `e2` and `e3` evaluate the three sums of the expansion by the row sums, detailed balance and Ov = v respectively. The expansion itself is `e4`, and `hz` says that the total vanishes. Two applications of `Finset.sum_eq_zero_iff_of_nonneg` then isolate the term for the chosen pair, first in i and then in j. In the reverse direction, each v_j can be replaced by v_i, because either the overlap is zero or the two values agree.

```lean
/-- A real vector is left unchanged by the overlap matrix exactly when it takes equal values on
any two states with nonzero overlap. -/
theorem overlap_fixed_iff {N : κ → ℝ} {W : Matrix ι κ ℝ} (h : IsMBARWeights N W) (v : κ → ℝ) :
    overlap N W *ᵥ v = v ↔ ∀ i j, overlap N W i j ≠ 0 → v i = v j := by
  obtain ⟨hO, hrow⟩ := overlap_stochastic h
  constructor
  · intro hv i j hij
    have e1 : ∑ i, ∑ j, N i * overlap N W i j * v i ^ 2 = ∑ i, N i * v i ^ 2 := by
      refine Finset.sum_congr rfl fun i _ => ?_
      rw [← Finset.sum_mul, ← Finset.mul_sum, hrow, mul_one]
    have e2 : ∑ i, ∑ j, N i * overlap N W i j * v j ^ 2 = ∑ i, N i * v i ^ 2 := by
      rw [Finset.sum_comm, ← e1]
      refine Finset.sum_congr rfl fun i _ => Finset.sum_congr rfl fun j _ => ?_
      rw [overlap_detailed_balance N W i j]
    have e3 : ∑ i, ∑ j, N i * overlap N W i j * (v i * v j) = ∑ i, N i * v i ^ 2 := by
      refine Finset.sum_congr rfl fun i _ => ?_
      have hi : ∑ j, overlap N W i j * v j = v i := congrFun hv i
      calc ∑ j, N i * overlap N W i j * (v i * v j)
          = N i * v i * ∑ j, overlap N W i j * v j := by
            rw [Finset.mul_sum]
            refine Finset.sum_congr rfl fun j _ => ?_
            ring
        _ = N i * v i ^ 2 := by rw [hi]; ring
    -- the weighted sum of squared differences between states vanishes
    have e4 : ∑ i, ∑ j, N i * overlap N W i j * (v i - v j) ^ 2
        = ∑ i, ∑ j, N i * overlap N W i j * v i ^ 2
          + ∑ i, ∑ j, N i * overlap N W i j * v j ^ 2
          - 2 * ∑ i, ∑ j, N i * overlap N W i j * (v i * v j) := by
      simp only [Finset.mul_sum, ← Finset.sum_add_distrib, ← Finset.sum_sub_distrib]
      refine Finset.sum_congr rfl fun i _ => Finset.sum_congr rfl fun j _ => ?_
      ring
    have hz : ∑ i, ∑ j, N i * overlap N W i j * (v i - v j) ^ 2 = 0 := by
      rw [e4, e1, e2, e3]
      ring
    have t : ∀ i j, 0 ≤ N i * overlap N W i j * (v i - v j) ^ 2 := fun i j =>
      mul_nonneg (mul_nonneg (h.pos i).le (hO i j)) (sq_nonneg _)
    have z1 := (Finset.sum_eq_zero_iff_of_nonneg
      (fun i _ => Finset.sum_nonneg fun j _ => t i j)).mp hz i (Finset.mem_univ i)
    have z2 := (Finset.sum_eq_zero_iff_of_nonneg
      (fun j _ => t i j)).mp z1 j (Finset.mem_univ j)
    have z3 := (mul_eq_zero.mp z2).resolve_left (mul_ne_zero (h.pos i).ne' hij)
    exact sub_eq_zero.mp ((pow_eq_zero_iff two_ne_zero).mp z3)
  · intro hv
    funext i
    change ∑ j, overlap N W i j * v j = v i
    have e : ∑ j, overlap N W i j * v j = ∑ j, overlap N W i j * v i := by
      refine Finset.sum_congr rfl fun j _ => ?_
      by_cases hij : overlap N W i j = 0
      · rw [hij, zero_mul, zero_mul]
      · rw [hv i j hij]
    rw [e, ← Finset.sum_mul, hrow, one_mul]
```

## Two states with unequal counts

The last theorem exhibits weights that satisfy all the conditions with N = (1, 2). The rows of W are (1/2, 1/4), (1/4, 3/8) and (1/4, 3/8), and the overlap matrix is

O = (3/8, 5/8; 5/16, 11/16).

It is not symmetric. Acting on (2, −1), it gives (1/8, −1/16), which is 1/16 times the original vector. The quadratic form agrees: the averages m_n are 1/2, −1/4 and −1/4, so S = 3/8, while Q = 4 + 2 = 6, and S/Q = 1/16.

The Lean proof evaluates the sums from the six entries of W and checks each condition by arithmetic.

```lean
/-- Three samples, one from the first state and two from the second, with explicit MBAR weights;
their overlap matrix has the eigenvector `(2, -1)` with eigenvalue `1/16`. -/
theorem overlap_witness :
    IsMBARWeights ![1, 2] !![1/2, 1/4; 1/4, 3/8; 1/4, 3/8] ∧
    overlap ![1, 2] !![1/2, 1/4; 1/4, 3/8; 1/4, 3/8] *ᵥ ![2, -1]
      = (1/16 : ℝ) • ![2, -1] := by
  -- sums over samples are evaluated from the six entries of the weight matrix
  have key : ∀ W : Matrix (Fin 3) (Fin 2) ℝ, W 0 0 = 1/2 → W 0 1 = 1/4 → W 1 0 = 1/4 →
      W 1 1 = 3/8 → W 2 0 = 1/4 → W 2 1 = 3/8 →
      (∀ k, ∑ n, W n k = 1) ∧ overlap ![1, 2] W *ᵥ ![2, -1] = (1/16 : ℝ) • ![2, -1] := by
    intro W a b c d e f
    constructor
    · intro k
      fin_cases k <;> norm_num [Fin.sum_univ_three, a, b, c, d, e, f]
    · ext i
      fin_cases i <;>
        norm_num [overlap, Matrix.mulVec, dotProduct, Fin.sum_univ_two, Fin.sum_univ_three,
          a, b, c, d, e, f]
  obtain ⟨k1, k2⟩ := key !![1/2, 1/4; 1/4, 3/8; 1/4, 3/8] rfl rfl rfl rfl rfl rfl
  refine ⟨⟨?_, ?_, k1, ?_⟩, k2⟩
  · intro k
    fin_cases k <;> norm_num
  · intro n k
    fin_cases n <;> fin_cases k <;> norm_num
  · intro n
    fin_cases n <;> norm_num [Fin.sum_univ_two]

end

end MBAROverlap
```

```lean
#print axioms MBAROverlap.overlap_eigenvalue_mem_unit_interval
-- 'MBAROverlap.overlap_eigenvalue_mem_unit_interval' depends on axioms: [propext, Classical.choice, Quot.sound]
#print axioms MBAROverlap.overlap_fixed_iff
-- 'MBAROverlap.overlap_fixed_iff' depends on axioms: [propext, Classical.choice, Quot.sound]
```
